# Two operators on a nonzero finite-dimensional complex space share an eigenvector when their commutator has rank at most one

When two operators \(A\) and \(B\) don't commute, the usual way of finding a state that is an eigenvector of both breaks down: I take an eigenvector of \(A\), apply \(B\), and may land outside the eigenspace of \(A\). Yet in a three-level system the transition operators \(A=|0\rangle\langle 1|\) and \(B=|1\rangle\langle 2|\) have the nonzero commutator \(AB-BA=|0\rangle\langle 2|\), and both annihilate \(|0\rangle\). Is that luck, or does a commutator of rank one always leave a shared eigenvector?

## A kernel or a range survives both operators

It isn't luck. On any nonzero finite-dimensional complex space, rank at most one is enough. When the eigenspace of \(A\) fails to be invariant under \(B\), the failure itself produces a smaller invariant subspace in which to look again.

Write \(C=AB-BA\). If \(C\) has rank at most one, its range consists of multiples of one vector \(u\). Suppose \(Cx\neq0\). Then \(Cx=\alpha u\) with \(\alpha\neq0\), and for any \(y\) we have \(Cy=\beta u=(\beta/\alpha)\,Cx\). So every value of \(C\) is a multiple of any nonzero value.

Now let \(W\) be a nonzero subspace that both operators map into itself; at the start, \(W\) is the whole space. Since the scalars are complex, \(A\) has an eigenvector \(v\in W\), with eigenvalue \(c\). Put \(N=A-c\). Subtracting a number does not change the commutator, so

\[
NB-BN=C .
\]

**The kernel is invariant.** Suppose \(B\) maps the vectors of \(W\) with \(Nx=0\) to vectors of the same kind. They form a nonzero subspace, because \(v\) is among them. Hence \(B\) has an eigenvector there, and it is also an eigenvector of \(A\) with eigenvalue \(c\).

**The kernel is not invariant.** Then some \(x\in W\) has \(Nx=0\) but \(NBx\neq0\), and

\[
Cx=NBx-BNx=NBx\neq0 .
\]

For each \(y\in W\) there is therefore a number \(t\) with \(Cy=t\,NBx\), which gives

\[
BNy=NBy-Cy=N(By-t\,Bx).
\]

The vector in brackets lies in \(W\), so \(B\) maps the range \(NW\) into itself. So does \(A\), because \(ANy=NAy\). This range is nonzero, since it contains \(NBx\), and it lies inside \(W\). It is strictly smaller than \(W\), since \(N\) annihilates \(v\neq0\) and so cannot map the finite-dimensional space \(W\) onto itself.

Replace \(W\) by \(NW\) and repeat. The dimension falls each time, so the process ends, and it can end only in the kernel case. In dimension one that case occurs at once.

Your example takes one descent. Here \(c=0\), and the kernel of \(A\) is spanned by \(|0\rangle\) and \(|2\rangle\). It is not invariant, because \(B|2\rangle=|1\rangle\). The range of \(A\) is spanned by \(|0\rangle\), which is the shared eigenvector.

## Where such commutators occur

For Hermitian matrices the rank-one case never arises: their commutator is anti-Hermitian with trace zero, so it cannot have exactly one nonzero eigenvalue. The result adds something to the commuting case only when at least one operator is non-Hermitian.

One such setting is a finite-level open system with a single jump operator \(L\), Hamiltonian \(H\) and \(\hbar=1\). A common eigenvector of \(L\) and \(H_{\mathrm{eff}}=H-\tfrac{i}{2}L^\dagger L\), once normalised, is a stationary pure state of the Lindblad equation, so a commutator of these two matrices with rank at most one guarantees such a state.

The step left to the user is truncation. If the matrices are cut out of operators on an infinite-dimensional Hilbert space, a shared eigenvector of the matrices need not be one of the full operators.

## What the Lean theorem says

The main theorem is `exists_common_eigenvector`. Its objects translate as follows.

- `V` is a complex vector space. `FiniteDimensional ℂ V` limits it to finitely many levels, and `Nontrivial V` excludes the zero space, which has no nonzero vectors at all.
- `A B : End ℂ V` are arbitrary linear operators. There is no inner product, so neither Hermiticity nor normalisation enters. Where a norm is available, the vector can be divided by its length without changing the eigenvalues.
- `comm A B` is \(AB-BA\), without a factor of \(i\) or \(\hbar\).
- `finrank ℂ (LinearMap.range (comm A B)) ≤ 1` says that the commutator has rank zero or one. Commuting operators are included.
- `IsCommonEigenvector A B v` says that \(v\neq0\), \(Av=av\) and \(Bv=bv\) for some complex \(a\) and \(b\), which may differ.

What is proved here is the existence of one shared eigenvector, not a basis of them and not a triangular form.

Two concrete results accompany it. `rank_one_commutator_witness` shows that your pair of transition operators has a commutator of rank exactly one. The comment there names them \(E_{12}\) and \(E_{23}\), counting from one, while the components in the code and the levels in this text count from zero. `pauli_sharpness` shows that "at most one" cannot be relaxed to "at most two": the Pauli operators \(X\) and \(Z\) on \(\mathbb{C}^2\) have a commutator of rank two and no common eigenvector.

```lean
import Mathlib

open Module

namespace LowRankCommutator

noncomputable section

variable {V : Type*} [AddCommGroup V] [Module ℂ V]

/-- The commutator `AB - BA` of two operators. -/
def comm (A B : End ℂ V) : End ℂ V := A * B - B * A

/-- A nonzero vector that is an eigenvector of both `A` and `B`. -/
def IsCommonEigenvector (A B : End ℂ V) (v : V) : Prop :=
  v ≠ 0 ∧ ∃ a b : ℂ, A v = a • v ∧ B v = b • v

/-- A subspace that both `A` and `B` map into itself. -/
def IsJointlyInvariant (A B : End ℂ V) (W : Submodule ℂ V) : Prop :=
  ∀ x ∈ W, A x ∈ W ∧ B x ∈ W

/-- Every value of the operator `C` is a multiple of any nonzero value of `C`. -/
def HasCollinearRange (C : End ℂ V) : Prop :=
  ∀ x y, C x ≠ 0 → ∃ t : ℂ, C y = t • C x

/-- On a finite-dimensional space, an operator of rank at most one has collinear values. -/
theorem collinear_of_rank_le_one [FiniteDimensional ℂ V] {C : End ℂ V}
    (h : finrank ℂ (LinearMap.range C) ≤ 1) : HasCollinearRange C := by
  intro x y hx
  obtain ⟨u, hu⟩ := finrank_le_one_iff.mp h
  obtain ⟨a, ha⟩ := hu ⟨C x, x, rfl⟩
  obtain ⟨b, hb⟩ := hu ⟨C y, y, rfl⟩
  have ha' : a • (u : V) = C x := congrArg Subtype.val ha
  have hb' : b • (u : V) = C y := congrArg Subtype.val hb
  have ha0 : a ≠ 0 := by
    rintro rfl
    exact hx (by rw [← ha', zero_smul])
  exact ⟨b / a, by rw [← ha', ← hb', smul_smul, div_mul_cancel₀ b ha0]⟩

/-- An operator on a finite-dimensional complex space has an eigenvector in every nonzero
subspace that it leaves invariant. -/
theorem exists_eigenvector_in [FiniteDimensional ℂ V] (f : End ℂ V) (W : Submodule ℂ V)
    (hW : W ≠ ⊥) (hf : ∀ x ∈ W, f x ∈ W) : ∃ c : ℂ, ∃ v ∈ W, v ≠ 0 ∧ f v = c • v := by
  have : Nontrivial W := Submodule.nontrivial_iff_ne_bot.mpr hW
  obtain ⟨c, hc⟩ := Module.End.exists_eigenvalue (f.restrict hf)
  obtain ⟨v, hv⟩ := hc.exists_hasEigenvector
  exact ⟨c, v, v.2, fun h => hv.2 (Subtype.ext h), congrArg Subtype.val hv.apply_eq_smul⟩

/-- If the commutator has collinear values and `B` preserves `W`, then for every number `c` the
operator `B` preserves the kernel of `A - c` in `W` or the image of `W` under `A - c`. -/
theorem kernel_or_range_invariant {A B : End ℂ V} (hC : HasCollinearRange (comm A B))
    (W : Submodule ℂ V) (hB : ∀ x ∈ W, B x ∈ W) (c : ℂ) :
    (∀ x ∈ W, A x = c • x → A (B x) = c • B x) ∨
      (∀ y ∈ W, ∃ z ∈ W, B (A y - c • y) = A z - c • z) := by
  by_cases h : ∀ x ∈ W, A x = c • x → A (B x) = c • B x
  · exact Or.inl h
  · right
    push Not at h
    obtain ⟨x, hx, hAx, hne⟩ := h
    -- on the kernel vector x the commutator equals (A - c) B x
    have hCx : comm A B x = A (B x) - c • B x := by
      change A (B x) - B (A x) = _
      rw [hAx, map_smul]
    intro y hy
    obtain ⟨t, ht⟩ := hC x y (by rw [hCx]; exact sub_ne_zero.mpr hne)
    rw [hCx] at ht
    change A (B y) - B (A y) = _ at ht
    refine ⟨B y - t • B x, W.sub_mem (hB y hy) (W.smul_mem t (hB x hx)), ?_⟩
    have hBA : B (A y) = A (B y) - t • (A (B x) - c • B x) := by
      rw [← ht]; abel
    rw [map_sub, map_smul, map_sub, map_smul, hBA]
    module

/-- If the commutator has collinear values on a finite-dimensional complex space, every nonzero
jointly invariant subspace contains a common eigenvector. -/
theorem exists_common_eigenvector_in [FiniteDimensional ℂ V] {A B : End ℂ V}
    (hC : HasCollinearRange (comm A B)) (W : Submodule ℂ V) (hW : W ≠ ⊥)
    (hI : IsJointlyInvariant A B W) : ∃ v ∈ W, IsCommonEigenvector A B v := by
  induction W using WellFoundedLT.induction with
  | _ W ih =>
    obtain ⟨c, v, hvW, hv0, hv⟩ := exists_eigenvector_in A W hW (fun x hx => (hI x hx).1)
    by_cases hK : ∀ x ∈ W, A x = c • x → A (B x) = c • B x
    · -- B acts inside the eigenspace of A
      obtain ⟨d, w, hw, hw0, hBw⟩ := exists_eigenvector_in B (W ⊓ End.eigenspace A c)
        ((Submodule.ne_bot_iff _).mpr ⟨v, ⟨hvW, End.mem_eigenspace_iff.mpr hv⟩, hv0⟩)
        (fun x hx => ⟨(hI x hx.1).2,
          End.mem_eigenspace_iff.mpr (hK x hx.1 (End.mem_eigenspace_iff.mp hx.2))⟩)
      exact ⟨w, hw.1, hw0, c, d, End.mem_eigenspace_iff.mp hw.2, hBw⟩
    · -- otherwise descend to the smaller subspace (A - c) W
      have hR := (kernel_or_range_invariant hC W (fun x hx => (hI x hx).2) c).resolve_left hK
      push Not at hK
      obtain ⟨x, hx, -, hne⟩ := hK
      let N : End ℂ V := A - c • 1
      have hN : ∀ y, N y = A y - c • y := fun _ => rfl
      have hNW : ∀ y ∈ W, N y ∈ W := fun y hy => W.sub_mem (hI y hy).1 (W.smul_mem c hy)
      have hlt : W.map N < W := by
        refine lt_of_le_of_ne (by rintro _ ⟨y, hy, rfl⟩; exact hNW y hy) fun h => hv0 ?_
        have hs : Function.Surjective (N.restrict hNW) := by
          rintro ⟨w, hw⟩
          obtain ⟨y, hy, hyw⟩ := h.ge hw
          exact ⟨⟨y, hy⟩, Subtype.ext hyw⟩
        have h0 : (⟨v, hvW⟩ : W) = 0 := LinearMap.injective_iff_surjective.mpr hs (by
          rw [map_zero]
          exact Subtype.ext (show N v = 0 by rw [hN, hv, sub_self]))
        exact congrArg Subtype.val h0
      obtain ⟨w, hw, hw'⟩ := ih (W.map N) hlt
        ((Submodule.ne_bot_iff _).mpr ⟨N (B x), ⟨B x, (hI x hx).2, rfl⟩, sub_ne_zero.mpr hne⟩)
        (by
          rintro _ ⟨y, hy, rfl⟩
          obtain ⟨z, hz, hBz⟩ := hR y hy
          exact ⟨⟨A y, (hI y hy).1, by rw [hN, hN, map_sub, map_smul]⟩, ⟨z, hz, hBz.symm⟩⟩)
      exact ⟨w, hlt.le hw, hw'⟩

/-- On a nonzero finite-dimensional complex space, two operators whose commutator has rank at most
one have a common eigenvector. -/
theorem exists_common_eigenvector [FiniteDimensional ℂ V] [Nontrivial V] (A B : End ℂ V)
    (h : finrank ℂ (LinearMap.range (comm A B)) ≤ 1) : ∃ v, IsCommonEigenvector A B v := by
  obtain ⟨v, -, hv⟩ := exists_common_eigenvector_in (collinear_of_rank_le_one h) ⊤ top_ne_bot
    (fun _ _ => ⟨Submodule.mem_top, Submodule.mem_top⟩)
  exact ⟨v, hv⟩

/-- The matrix units `E₁₂` and `E₂₃` on `ℂ³` have a commutator of rank exactly one. -/
theorem rank_one_commutator_witness :
    finrank ℂ (LinearMap.range (comm
      (Matrix.toLin' (!![0, 1, 0; 0, 0, 0; 0, 0, 0] : Matrix (Fin 3) (Fin 3) ℂ))
      (Matrix.toLin' (!![0, 0, 0; 0, 0, 1; 0, 0, 0] : Matrix (Fin 3) (Fin 3) ℂ)))) = 1 := by
  set A : End ℂ (Fin 3 → ℂ) := Matrix.toLin' !![0, 1, 0; 0, 0, 0; 0, 0, 0] with hA
  set B : End ℂ (Fin 3 → ℂ) := Matrix.toLin' !![0, 0, 0; 0, 0, 1; 0, 0, 0] with hB
  have hc : ∀ x, comm A B x = ![x 2, 0, 0] := by
    intro x
    change A (B x) - B (A x) = _
    ext i
    fin_cases i <;>
      simp [hA, hB, Matrix.toLin'_apply, dotProduct, Fin.sum_univ_succ]
  have hr : LinearMap.range (comm A B) = Submodule.span ℂ {![1, 0, 0]} := by
    ext w
    constructor
    · rintro ⟨x, rfl⟩
      rw [hc]
      exact Submodule.mem_span_singleton.mpr ⟨x 2, by ext i; fin_cases i <;> simp⟩
    · intro hw
      obtain ⟨t, rfl⟩ := Submodule.mem_span_singleton.mp hw
      exact ⟨![0, 0, t], by rw [hc]; ext i; fin_cases i <;> simp⟩
  rw [hr]
  exact finrank_span_singleton (fun h => one_ne_zero (congrFun h 0))

/-- The Pauli operator `X` on `ℂ²`. -/
def pauliX : End ℂ (Fin 2 → ℂ) := Matrix.toLin' !![0, 1; 1, 0]

/-- The Pauli operator `Z` on `ℂ²`. -/
def pauliZ : End ℂ (Fin 2 → ℂ) := Matrix.toLin' !![1, 0; 0, -1]

/-- The rank bound is sharp: the commutator of the Pauli operators `X` and `Z` has rank two,
and they have no common eigenvector. -/
theorem pauli_sharpness : finrank ℂ (LinearMap.range (comm pauliX pauliZ)) = 2 ∧
    ¬ ∃ v, IsCommonEigenvector pauliX pauliZ v := by
  have hX : ∀ v, pauliX v = ![v 1, v 0] := by
    intro v
    ext i
    fin_cases i <;> simp [pauliX, Matrix.toLin'_apply, Matrix.mulVec, dotProduct]
  have hZ : ∀ v, pauliZ v = ![v 0, -v 1] := by
    intro v
    ext i
    fin_cases i <;> simp [pauliZ, Matrix.toLin'_apply, Matrix.mulVec, dotProduct]
  constructor
  · have hs : Function.Surjective (comm pauliX pauliZ) := by
      intro w
      refine ⟨![w 1 / 2, -w 0 / 2], ?_⟩
      change pauliX (pauliZ _) - pauliZ (pauliX _) = w
      simp only [hX, hZ]
      ext i
      fin_cases i <;> simp
      ring
    rw [LinearMap.range_eq_top.mpr hs, finrank_top]
    simp
  · rintro ⟨v, hv0, a, b, ha, hb⟩
    rw [hX] at ha
    rw [hZ] at hb
    have h1 : v 1 = a * v 0 := congrFun ha 0
    have h2 : v 0 = a * v 1 := congrFun ha 1
    have h3 : v 0 = b * v 0 := congrFun hb 0
    have h4 : -v 1 = b * v 1 := congrFun hb 1
    -- Z forces one component to vanish, and X then forces the other
    have h5 : v 0 * v 1 = 0 := by linear_combination (v 1 * h3 - v 0 * h4) / 2
    have h6 : v 0 = 0 := pow_eq_zero_iff two_ne_zero |>.mp
      (show v 0 ^ 2 = 0 by linear_combination v 0 * h2 + a * h5)
    have h7 : v 1 = 0 := by rw [h1, h6, mul_zero]
    exact hv0 (by ext i; fin_cases i <;> simp [h6, h7])

end

end LowRankCommutator
```

```lean
#print axioms LowRankCommutator.exists_common_eigenvector
#print axioms LowRankCommutator.pauli_sharpness
```

```
'LowRankCommutator.exists_common_eigenvector' depends on axioms: [propext, Classical.choice, Quot.sound]
'LowRankCommutator.pauli_sharpness' depends on axioms: [propext, Classical.choice, Quot.sound]
```

## From the hand argument to the Lean proof

`collinear_of_rank_le_one` turns the rank bound into `HasCollinearRange`, the statement that all values of \(C\) are multiples of any nonzero one. It takes the spanning vector `u` from `finrank_le_one_iff` and uses the ratio `b / a`, which is \(\beta/\alpha\) above.

`exists_eigenvector_in` supplies eigenvectors inside invariant subspaces. It restricts the operator to `W`, applies Mathlib's existence theorem for eigenvalues, and reads the resulting vector back in `V`.

`kernel_or_range_invariant` is the algebraic core. It assumes that the commutator has collinear values and that `B` preserves `W`; `A` need not preserve `W`, and `c` can be any number, eigenvalue or not. The case split asks whether the kernel is invariant. If not, `push Not` extracts the offending vector \(x\), `hCx` records \(Cx=NBx\), and the proof offers `B y - t • B x` as the required preimage. The tactic `module` then checks the remaining vector identity.

`exists_common_eigenvector_in` carries out the descent. The induction `WellFoundedLT.induction` runs over subspaces ordered by strict inclusion, which in finite dimension cannot decrease forever.

- In the kernel case, `exists_eigenvector_in` is applied to `B` on `W ⊓ End.eigenspace A c`, the part of the eigenspace that lies in `W`.
- In the range case, the new subspace is `W.map N`. The statement `hlt` says that it is strictly smaller: if it equalled `W`, the restriction of `N` would be surjective, hence injective, and \(Nv=0\) would force \(v=0\). The induction hypothesis `ih` then receives the two remaining facts, that the range is nonzero and that it is jointly invariant.

The main theorem starts this descent from the whole space, written `⊤`.

For the transition operators, the proof computes \(Cx=(x_2,0,0)\) and identifies the range with the span of \((1,0,0)\), which has dimension one.

For the Pauli operators, the actions are \(Xv=(v_1,v_0)\) and \(Zv=(v_0,-v_1)\), so

\[
(XZ-ZX)v=(-2v_1,\,2v_0).
\]

This map is surjective, as the explicit preimage \((w_1/2,\,-w_0/2)\) of \(w\) shows, and its rank is therefore two. A common eigenvector would satisfy

\[
v_1=av_0,\quad v_0=av_1,\quad v_0=bv_0,\quad -v_1=bv_1 .
\]

Multiplying the third equation by \(v_1\) and the fourth by \(v_0\), then subtracting, gives \(2v_0v_1=0\). The second equation then yields \(v_0^2=av_0v_1=0\), and the first yields \(v_1=0\). These are the steps `h5`, `h6` and `h7`, and they contradict \(v\neq0\).
